# Logarithmic divergence and constant term of the midpoint sum for 1/q in a small-momentum model of the second-order ring energy

In the small-momentum model used here, the second-order ring energy, without its negative prefactor, is the integral of 1/q over momentum transfers q in (0,1), which diverges logarithmically at small q. The midpoint rule with M equal cells gives a finite value for each M, and `ringMesh_sub_log` states that this value minus ln M tends to γ + 2 ln 2 as M → ∞, where γ is the Euler-Mascheroni constant. The proof writes the midpoint sum as 2H(2M) − H(M), with H(n) the n-th harmonic number, and uses the limit H(n) − ln n → γ twice, once at n = M and once at n = 2M. For the second use it needs the auxiliary fact `hd`, that 2M tends to infinity with M.

As first written in Lean, the proof fails:

```lean
import Mathlib

open Filter Topology

namespace RingMeshSubLog

noncomputable section

/-- The midpoint rule with `M ≥ 1` equal cells for the integral of `f` over `(0,1)`. -/
def midpointSum (f : ℝ → ℝ) (M : ℕ) : ℝ :=
  1 / (M : ℝ) * ∑ j ∈ Finset.range M, f (((j : ℝ) + 1 / 2) / M)

/-- The small-momentum model of the second-order ring energy, without its negative prefactor, on a
midpoint mesh of `M ≥ 1` momentum transfers: the midpoint rule applied to `1/q` on `(0,1)`. -/
def ringMesh (M : ℕ) : ℝ := midpointSum (fun q => 1 / q) M

/-- The mesh spacing cancels from the midpoint sum for `1/q`, which becomes a finite sum of the
reciprocals of `j + 1/2`. -/
theorem ringMesh_eq_sum (M : ℕ) :
    ringMesh M = ∑ j ∈ Finset.range M, 1 / ((j : ℝ) + 1 / 2) := by
  rcases Nat.eq_zero_or_pos M with rfl | h
  · simp [ringMesh, midpointSum]
  · have hM : (M : ℝ) ≠ 0 := Nat.cast_ne_zero.mpr h.ne'
    unfold ringMesh midpointSum
    rw [Finset.mul_sum]
    apply Finset.sum_congr rfl
    intro j _
    show 1 / (M : ℝ) * (1 / (((j : ℝ) + 1 / 2) / M)) = 1 / ((j : ℝ) + 1 / 2)
    rw [one_div_div, one_div_mul_eq_div, div_right_comm, div_self hM]

/-- The midpoint sum for `1/q` is twice the harmonic number of `2M` minus that of `M`. -/
theorem ringMesh_eq_harmonic (M : ℕ) :
    ringMesh M = 2 * (harmonic (2 * M) : ℝ) - (harmonic M : ℝ) := by
  rw [ringMesh_eq_sum]
  induction M with
  | zero => simp
  | succ n ih =>
    -- one more mesh point adds one odd and one even denominator
    have h1 : 1 / ((n : ℝ) + 1 / 2) = 2 * (2 * (n : ℝ) + 1)⁻¹ := by
      rw [show 2 * (n : ℝ) + 1 = 2 * ((n : ℝ) + 1 / 2) by ring, mul_inv]
      ring
    have h2 : (2 * (n : ℝ) + 1 + 1)⁻¹ = ((n : ℝ) + 1)⁻¹ / 2 := by
      rw [show 2 * (n : ℝ) + 1 + 1 = 2 * ((n : ℝ) + 1) by ring, mul_inv]
      ring
    rw [Finset.sum_range_succ, ih, show 2 * (n + 1) = 2 * n + 1 + 1 by ring,
      harmonic_succ, harmonic_succ, harmonic_succ]
    push_cast
    linear_combination h1 - 2 * h2

/-- After subtraction of `ln M`, the midpoint sum for `1/q` converges to `γ + 2 ln 2`, with `γ` the
Euler-Mascheroni constant. -/
theorem ringMesh_sub_log :
    Tendsto (fun M : ℕ => ringMesh M - Real.log M) atTop
      (𝓝 (Real.eulerMascheroniConstant + 2 * Real.log 2)) := by
  have h := Real.tendsto_harmonic_sub_log
  have hd : Tendsto (fun M : ℕ => 2 * M) atTop atTop :=
    tendsto_atTop_mono (fun M => by omega) tendsto_id
  have h2 : Tendsto (fun M : ℕ => (harmonic (2 * M) : ℝ) - Real.log ((2 * M : ℕ) : ℝ))
      atTop (𝓝 Real.eulerMascheroniConstant) := h.comp hd
  have h3 := ((h2.const_mul 2).sub h).add_const (2 * Real.log 2)
  have e : Real.eulerMascheroniConstant + 2 * Real.log 2 =
      2 * Real.eulerMascheroniConstant - Real.eulerMascheroniConstant + 2 * Real.log 2 := by
    ring
  rw [e]
  refine h3.congr' ?_
  filter_upwards [eventually_gt_atTop 0] with M hM
  have hl : Real.log ((2 * M : ℕ) : ℝ) = Real.log 2 + Real.log M := by
    push_cast
    exact Real.log_mul two_ne_zero (Nat.cast_ne_zero.mpr hM.ne')
  rw [ringMesh_eq_harmonic, hl]
  ring

end

end RingMeshSubLog
```

The compiler's answer:

```
Main.lean:57:36: error: omega could not prove the goal:
a possible counterexample may satisfy the constraints
  b ≥ 0
  a ≥ 0
  a - 2*b ≥ 1
where
 a := ↑(id M)
 b := ↑M
```

What went wrong. The error is in the proof of `hd`. There `tendsto_atTop_mono` derives the divergence of 2M from that of a smaller function, which is not written out and has to be inferred. Lean postpones the `by` block until the other arguments have been elaborated, so `tendsto_id` fixes the smaller function as `id`. The inequality left to `omega` is therefore `id M ≤ 2 * M`, with `id` still written out.

`omega` does not unfold `id`. It treats `id M` as an unknown natural number unrelated to `M`, and these are the `a` and `b` of the message. With nothing to link them, `a - 2*b ≥ 1` cannot be ruled out, so `omega` fails, although the inequality is true.

The repair replaces the call to `omega` with the term `Nat.le_mul_of_pos_left M two_pos`, which proves `M ≤ 2 * M` from the positivity of 2. A term is not postponed as a `by` block is, so this one is elaborated before `tendsto_id` and fixes the smaller function as `fun M => M`. The inequality then never contains `id`. Lean still has to match `tendsto_id` with `fun M => M`, and it does so by unfolding `id`, since the two functions are equal by definition.

The change, after which it compiles:

```diff
@@ -55,5 +55,5 @@
   have h := Real.tendsto_harmonic_sub_log
   have hd : Tendsto (fun M : ℕ => 2 * M) atTop atTop :=
-    tendsto_atTop_mono (fun M => by omega) tendsto_id
+    tendsto_atTop_mono (fun M => Nat.le_mul_of_pos_left M two_pos) tendsto_id
   have h2 : Tendsto (fun M : ℕ => (harmonic (2 * M) : ℝ) - Real.log ((2 * M : ℕ) : ℝ))
       atTop (𝓝 Real.eulerMascheroniConstant) := h.comp hd
```
